# A determinant has $NV+\binom N2\binom V2$ single and double excitations, and at half filling doubling the system multiplies this number by a factor tending to 16

Put two electrons in four spin orbitals and occupy orbitals 1 and 2. I can move one electron in four ways or both in one way, so five other determinants lie within two orbital replacements. With four electrons in eight spin orbitals I count 16 singles and 36 doubles, 52 in all, which is 10.4 times as many. One more doubling gives 848, a factor of 16.3.

I care about this because the perturbative step of my selected CI program, which does no screening, visits all these neighbours for every determinant in the selected list. I expected the work per determinant to grow as the fourth power of system size, so by a factor of 16 per doubling. Have I miscounted, or does the factor really start well below 16 and then overshoot it?

## The factor passes 16 at $n=4$ and returns to it in the limit

Your counts are right. In the four-orbital case, each neighbour of $\{1,2\}$ is fixed by two choices: which occupied orbitals to empty, and which equally many empty orbitals to fill. One of each gives $2\cdot2=4$ determinants, and two of each gives $1\cdot1=1$. The general count works the same way.

### Counting by holes and particles

Let $S$ be the set of occupied orbitals, with $N$ elements, and let $V$ be the number of empty ones. Take another occupied set $T$ with $N$ elements. Call $A=S\setminus T$ the holes and $B=T\setminus S$ the particles. Since

$$|A|+|S\cap T|=N=|B|+|S\cap T|,$$

there are equally many of both, say $k$. The pair determines $T$, because $T=(S\setminus A)\cup B$. Conversely, any $k$ occupied orbitals $A$ and any $k$ empty orbitals $B$ give a set with $N$ elements whose holes and particles are exactly $A$ and $B$. So there are $\binom Nk\binom Vk$ determinants at distance $k$.

If $k=0$, then $S\subseteq T$, and equal size forces $T=S$. The other determinants within two replacements are therefore those with $k=1$ or $k=2$. These two classes are disjoint, and together they number

$$NV+\binom N2\binom V2 .$$

For a selected list $D$, collect the neighbours of all its members and remove those already in $D$. What remains has at most $|D|$ times this many elements, since a union is no larger than the sum of its parts. The bound can be loose: two selected determinants in your four-orbital example leave only four others, while the bound says ten.

### Where the 16 comes from

Set $N=V=n$ and write $c(n)$ for the count. Then

$$c(n)=n^2+\left(\frac{n(n-1)}2\right)^2=\frac{n^2\left((n-1)^2+4\right)}4,\qquad c(2n)=n^2\left((2n-1)^2+4\right).$$

Subtracting gives

$$c(2n)-16\,c(n)=n^2\left[(4n^2-4n+5)-(4n^2-8n+20)\right]=n^2(4n-15).$$

This is negative for $n=1,2,3$ and positive from $n=4$ on, which is the crossing you saw. For the limit, divide numerator and denominator of the ratio by $n^2$ and put $u=1/n$:

$$\frac{c(2n)}{c(n)}=\frac{4\left((2n-1)^2+4\right)}{(n-1)^2+4}=\frac{4(4-4u+5u^2)}{1-2u+5u^2}\longrightarrow 16 .$$

The overshoot is modest. The formula gives 17.3 at $n=7$, and for large $n$ the excess over 16 falls off roughly as $16/n$.

### What the Lean statements say

The type `α` is the finite set of spin orbitals, and a determinant is a `Finset α`, its set of occupied orbitals. Orbital order and the sign of the determinant play no role in counting. `excitations S k` contains the sets `T` with as many elements as `S` and with `(S \ T).card = k`. `connected S` asks for the same electron number, `T ≠ S` and at most two holes. It is defined by this condition and not by the formula, so the count has content.

`card_connected` assumes that there are `N + V` orbitals and that `S` has `N` of them, and concludes with the exact number. It holds for all natural numbers `N` and `V`, including zero. `card_external_le` is the bound for a list `D` whose members all have `N` electrons; `D.biUnion connected \ D` is the external space. `connectionCount N V` names the formula. `sixteen_mul_lt` is the strict inequality for `4 ≤ n`, stated in natural numbers, and `tendsto_doubling_factor` is the limit of the real-valued ratio.

There is no Hamiltonian in the file. The physics behind the cutoff at two is that a Hamiltonian with one- and two-body terms, in orthonormal orbitals, has zero matrix elements between determinants that differ by more than two. Some elements within the cutoff vanish too, for instance by spin or spatial symmetry, and the count includes those determinants anyway. For a perturbative step that enumerates all neighbours without screening or symmetry, the count is the number of neighbours visited per selected determinant, and for large systems it grows by a factor close to 16 when occupied and empty orbitals double together. The work per selected determinant grows by the same factor if each visit has a fixed cost. A matrix element or an energy denominator computed by a sum over the occupied orbitals costs more in a larger system. The total also depends on how the list itself grows.

```lean
import Mathlib

open Filter Topology

namespace SelectedCI

variable {α : Type*} [DecidableEq α]

/-- The occupied set obtained from `S` by emptying the orbitals in `A` and filling those
in `B`. -/
def excite (S A B : Finset α) : Finset α := (S \ A) ∪ B

/-- Every occupied set `T` is reached from `S` by emptying the orbitals occupied only in `S`
and filling those occupied only in `T`. -/
theorem excite_sdiff (S T : Finset α) : excite S (S \ T) (T \ S) = T := by
  ext x
  simp only [excite, Finset.mem_union, Finset.mem_sdiff]
  tauto

variable [Fintype α]

/-- If `A` is occupied in `S` and `B` is empty in `S`, then the excited determinant differs
from `S` by exactly the holes `A` and the particles `B`. -/
theorem holes_and_particles {S A B : Finset α} (hA : A ⊆ S) (hB : B ⊆ Sᶜ) :
    S \ excite S A B = A ∧ excite S A B \ S = B := by
  constructor
  · ext x
    have a := @hA x
    have b := @hB x
    simp only [Finset.mem_compl] at b
    simp only [excite, Finset.mem_union, Finset.mem_sdiff]
    tauto
  · ext x
    have b := @hB x
    simp only [Finset.mem_compl] at b
    simp only [excite, Finset.mem_union, Finset.mem_sdiff]
    tauto

/-- The determinants with as many electrons as `S` that differ from `S` by exactly `k`
orbitals. -/
def excitations (S : Finset α) (k : ℕ) : Finset (Finset α) :=
  Finset.univ.filter fun T => T.card = S.card ∧ (S \ T).card = k

/-- The determinants other than `S`, with as many electrons as `S`, that differ from `S` by
at most two orbitals. -/
def connected (S : Finset α) : Finset (Finset α) :=
  Finset.univ.filter fun T => T.card = S.card ∧ T ≠ S ∧ (S \ T).card ≤ 2

/-- The number of `k`-fold excitations of a determinant is the number of ways to choose `k`
occupied orbitals times the number of ways to choose `k` empty ones. -/
theorem card_excitations (S : Finset α) (k : ℕ) :
    (excitations S k).card = S.card.choose k * (Sᶜ).card.choose k := by
  rw [← Finset.card_powersetCard k S, ← Finset.card_powersetCard k Sᶜ,
    ← Finset.card_product]
  -- a determinant corresponds to its pair (holes, particles)
  refine Finset.card_bij' (fun T _ => (S \ T, T \ S)) (fun p _ => excite S p.1 p.2)
    ?_ ?_ ?_ ?_
  · intro T hT
    simp only [excitations, Finset.mem_filter, Finset.mem_univ, true_and] at hT
    have h1 := Finset.card_sdiff_add_card_inter S T
    have h2 := Finset.card_sdiff_add_card_inter T S
    rw [Finset.inter_comm] at h2
    simp only [Finset.mem_product, Finset.mem_powersetCard]
    refine ⟨⟨Finset.sdiff_subset, hT.2⟩, ?_, by omega⟩
    intro x hx
    exact Finset.mem_compl.2 (Finset.mem_sdiff.1 hx).2
  · rintro ⟨A, B⟩ hp
    simp only [Finset.mem_product, Finset.mem_powersetCard] at hp
    obtain ⟨⟨hA, hAk⟩, hB, hBk⟩ := hp
    obtain ⟨e1, e2⟩ := holes_and_particles hA hB
    -- equally many holes and particles conserve the electron number
    have h1 := Finset.card_sdiff_add_card_inter S (excite S A B)
    have h2 := Finset.card_sdiff_add_card_inter (excite S A B) S
    rw [Finset.inter_comm, e2] at h2
    rw [e1] at h1
    simp only [excitations, Finset.mem_filter, Finset.mem_univ, true_and]
    exact ⟨by omega, by rw [e1]; exact hAk⟩
  · intro T _
    exact excite_sdiff S T
  · rintro ⟨A, B⟩ hp
    simp only [Finset.mem_product, Finset.mem_powersetCard] at hp
    obtain ⟨e1, e2⟩ := holes_and_particles hp.1.1 hp.2.1
    exact Prod.ext e1 e2

/-- The connected determinants are the single and the double excitations. -/
theorem connected_eq (S : Finset α) :
    connected S = excitations S 1 ∪ excitations S 2 := by
  ext T
  simp only [connected, excitations, Finset.mem_filter, Finset.mem_univ, true_and,
    Finset.mem_union]
  -- at fixed electron number, only `S` itself has no holes
  have key : T.card = S.card → ((S \ T).card = 0 ↔ T = S) := by
    intro h
    rw [Finset.card_eq_zero, Finset.sdiff_eq_empty_iff_subset]
    constructor
    · intro hs
      exact (Finset.eq_of_subset_of_card_le hs h.le).symm
    · intro e
      rw [e]
  constructor
  · rintro ⟨h, hne, hle⟩
    have h0 : (S \ T).card ≠ 0 := fun h0 => hne ((key h).1 h0)
    rcases (by omega : (S \ T).card = 1 ∨ (S \ T).card = 2) with h1 | h1
    · exact Or.inl ⟨h, h1⟩
    · exact Or.inr ⟨h, h1⟩
  · rintro (⟨h, h1⟩ | ⟨h, h1⟩) <;>
      exact ⟨h, fun e => by have := (key h).2 e; omega, by omega⟩

/-- The number of single and double excitations for `N` occupied and `V` empty spin
orbitals. -/
def connectionCount (N V : ℕ) : ℕ := N * V + N.choose 2 * V.choose 2

/-- Among `N + V` spin orbitals, a determinant with `N` electrons has exactly
`N V + C(N,2) C(V,2)` other `N`-electron determinants within two orbital replacements. -/
theorem card_connected {N V : ℕ} (hα : Fintype.card α = N + V) (S : Finset α)
    (hS : S.card = N) :
    (connected S).card = N * V + N.choose 2 * V.choose 2 := by
  have hc : (Sᶜ).card = V := by
    rw [Finset.card_compl]
    omega
  have hd : Disjoint (excitations S 1) (excitations S 2) := by
    refine Finset.disjoint_left.2 fun T h1 h2 => ?_
    simp only [excitations, Finset.mem_filter, Finset.mem_univ, true_and] at h1 h2
    omega
  rw [connected_eq, Finset.card_union_of_disjoint hd, card_excitations, card_excitations,
    hS, hc, Nat.choose_one_right, Nat.choose_one_right]

/-- For a selected list `D` of `N`-electron determinants among `N + V` spin orbitals, the
determinants outside `D` connected to some member of `D` number at most `|D|` times the
count for one determinant. -/
theorem card_external_le {N V : ℕ} (hα : Fintype.card α = N + V)
    (D : Finset (Finset α)) (hD : ∀ S ∈ D, S.card = N) :
    (D.biUnion connected \ D).card ≤ D.card * connectionCount N V :=
  (Finset.card_le_card Finset.sdiff_subset).trans
    (Finset.card_biUnion_le_card_mul D connected _ fun S hS =>
      (card_connected hα S (hD S hS)).le)

/-- With `n` occupied and `n` empty spin orbitals the count is `n² ((n - 1)² + 4) / 4`. -/
theorem connectionCount_half (n : ℕ) :
    (connectionCount n n : ℝ) = (n : ℝ) ^ 2 * (((n : ℝ) - 1) ^ 2 + 4) / 4 := by
  simp only [connectionCount, Nat.cast_add, Nat.cast_mul, Nat.cast_choose_two]
  ring

/-- From `n = 4` on, doubling both the occupied and the empty orbitals multiplies the count
by more than 16. -/
theorem sixteen_mul_lt {n : ℕ} (hn : 4 ≤ n) :
    16 * connectionCount n n < connectionCount (2 * n) (2 * n) := by
  have h4 : (4 : ℝ) ≤ n := by exact_mod_cast hn
  have h : (16 : ℝ) * (connectionCount n n : ℝ) < (connectionCount (2 * n) (2 * n) : ℝ) := by
    rw [connectionCount_half, connectionCount_half]
    push_cast
    have hp : 0 < (n : ℝ) ^ 2 * (16 * (n : ℝ) - 60) :=
      mul_pos (by positivity) (by linarith)
    nlinarith [hp]
  exact_mod_cast h

/-- With equally many occupied and empty spin orbitals, the factor by which the count grows
when both numbers are doubled tends to 16. -/
theorem tendsto_doubling_factor :
    Tendsto (fun n : ℕ => (connectionCount (2 * n) (2 * n) : ℝ) / (connectionCount n n : ℝ))
      atTop (𝓝 16) := by
  have hu : Tendsto (fun n : ℕ => ((n : ℝ))⁻¹) atTop (𝓝 0) :=
    tendsto_inv_atTop_zero.comp tendsto_natCast_atTop_atTop
  -- the factor is a rational function of `1 / n`, continuous at zero
  have hg : Tendsto (fun u : ℝ => 4 * (4 - 4 * u + 5 * u ^ 2) / (1 - 2 * u + 5 * u ^ 2))
      (𝓝 0) (𝓝 16) := by
    have h : ContinuousAt
        (fun u : ℝ => 4 * (4 - 4 * u + 5 * u ^ 2) / (1 - 2 * u + 5 * u ^ 2)) 0 :=
      ContinuousAt.div (by fun_prop) (by fun_prop) (by norm_num)
    convert h.tendsto using 2
    norm_num
  refine (hg.comp hu).congr' ?_
  filter_upwards [eventually_gt_atTop 0] with n hn
  have hn0 : (n : ℝ) ≠ 0 := by exact_mod_cast hn.ne'
  have hq : ((n : ℝ) - 1) ^ 2 + 4 ≠ 0 := by positivity
  have h1 : 1 - 2 * (n : ℝ)⁻¹ + 5 * ((n : ℝ)⁻¹) ^ 2
      = (((n : ℝ) - 1) ^ 2 + 4) / (n : ℝ) ^ 2 := by
    field_simp
    ring
  have h2 : 4 - 4 * (n : ℝ)⁻¹ + 5 * ((n : ℝ)⁻¹) ^ 2
      = ((2 * (n : ℝ) - 1) ^ 2 + 4) / (n : ℝ) ^ 2 := by
    field_simp
    ring
  rw [connectionCount_half, connectionCount_half]
  simp only [Function.comp_apply]
  rw [h1, h2]
  push_cast
  field_simp
  ring

end SelectedCI
```

```lean
#print axioms SelectedCI.card_external_le
-- 'SelectedCI.card_external_le' depends on axioms: [propext, Classical.choice, Quot.sound]
#print axioms SelectedCI.sixteen_mul_lt
-- 'SelectedCI.sixteen_mul_lt' depends on axioms: [propext, Classical.choice, Quot.sound]
#print axioms SelectedCI.tendsto_doubling_factor
-- 'SelectedCI.tendsto_doubling_factor' depends on axioms: [propext, Classical.choice, Quot.sound]
```

### From the hole–particle pairs to the limit

`excite S A B` is $(S\setminus A)\cup B$. `excite_sdiff` says that the holes and particles of $T$ rebuild $T$, and `holes_and_particles` says that the excited set has exactly the prescribed holes and particles. Both are checked orbital by orbital: `ext x` picks an orbital, and `tauto` settles the remaining propositional logic.

`card_excitations` turns these two facts into the product of binomials. Its arithmetic rests on `Finset.card_sdiff_add_card_inter`, the identity $|S\setminus T|+|S\cap T|=|S|$. Used once for each order of the two sets, it lets `omega` conclude that holes and particles are equally many, or that the electron number is conserved.

In `connected_eq`, the auxiliary statement `key` is the step that no holes means $T=S$, and the rest splits "at most two, but not zero" into one or two. `card_connected` shows that the two classes are disjoint and adds their sizes. `card_external_le` first forgets the removal of `D`, which can only enlarge the set, and then applies the union bound.

`connectionCount_half` is the closed form for $c(n)$. In `sixteen_mul_lt`, the quantity `hp` is $n^2(16n-60)$, four times the difference computed above, and `nlinarith` finishes from its positivity. The limit is taken in the variable $u$: the rational function is continuous at $0$, where its value is 16, and $1/n$ tends to $0$. `h1` and `h2` translate the two quadratics in $u$ back to $n$. This is done for $n>0$ only, which suffices for a limit at infinity.

### A closer look at `Finset.card_bij'`

The step from "each determinant is a pair of choices" to an equality of numbers is made by `Finset.card_bij'`. It proves that two finite sets have the same size from a map in each direction. Here the first set is `excitations S k`. The second consists of pairs of a $k$-element subset of `S` and a $k$-element subset of its complement; the opening rewrites turn the product of binomials into the size of that set of pairs.

The forward map sends `T` to `(S \ T, T \ S)`, and the backward map sends a pair to `excite S p.1 p.2`. Four goals remain, one for each `?_`:

1. The forward map lands among the allowed pairs.
2. The backward map lands among the `k`-fold excitations.
3. Going forward and then back returns `T`.
4. Going back and then forward returns the pair.

Injectivity and surjectivity never have to be proved separately, since the two round trips supply them.

The lemma also makes membership available in each goal, and the fourth goal needs it. `excite` accepts any two sets, including nonsensical ones: "filling" an orbital that is already occupied, with nothing emptied, returns $S$ itself, and the supposed particle is lost. For allowed pairs this does not happen, and `holes_and_particles` closes the goal. The third goal needs no such restriction, because `excite_sdiff` holds for every `S` and `T`.
